# Twice the sum of pairwise products of real weights on a finite set is the square of their sum minus the sum of their squares

Give each member of a finite set, for instance a set of orbitals, a real weight, and for every unordered pair of distinct members multiply the two weights. The lemma says that twice the sum of these products equals the square of the total weight minus the sum of the squared weights. The weights may have any sign and need not be normalised. The proof is by induction on the set: when a new element `a` is added, the pairs split into those that avoid `a` and those that join `a` to an old element, and the latter contribute `w a` times the old total weight.

An attempt in Lean 4 with a fault in it:

```lean
import Mathlib

open Finset

namespace TwoMulPairSum

noncomputable section

/-- For real weights `w` on a finite set `A`, twice the sum over two-element subsets of the product
of their weights is the square of the sum of the weights minus the sum of their squares. -/
theorem two_mul_pair_sum {α : Type*} [DecidableEq α] (A : Finset α) (w : α → ℝ) :
    2 * ∑ s ∈ A.powersetCard 2, ∏ p ∈ s, w p = (∑ p ∈ A, w p) ^ 2 - ∑ p ∈ A, w p ^ 2 := by
  induction A using Finset.induction_on with
  | empty => simp
  | insert a s ha ih =>
    -- a new pair either avoids `a` or joins `a` to an old orbital
    have e : (insert a s).powersetCard 2 =
        s.powersetCard 2 ∪ s.image (fun b => ({a, b} : Finset α)) := by
      rw [Finset.powersetCard_succ_insert ha 1, powersetCard_one, map_eq_image, image_image]
      rfl
    have hd : Disjoint (s.powersetCard 2) (s.image (fun b => ({a, b} : Finset α))) := by
      rw [Finset.disjoint_left]
      intro t ht ht'
      obtain ⟨b, _, rfl⟩ := mem_image.mp ht'
      exact ha ((mem_powersetCard.mp ht).1 (mem_insert_self a {b}))
    have hi : ∑ t ∈ s.image (fun b => ({a, b} : Finset α)), ∏ p ∈ t, w p =
        w a * ∑ b ∈ s, w b := by
      rw [sum_image, mul_sum]
      · refine sum_congr rfl fun b hb => prod_pair ?_
        rintro rfl
        exact ha hb
      · intro b hb c _ h
        have h' : ({a, b} : Finset α) = {a, c} := h
        have hm : b ∈ ({a, c} : Finset α) := by rw [← h']; simp
        rcases mem_insert.mp hm with h0 | h0
        · exact absurd (h0 ▸ hb) ha
        · exact mem_singleton.mp h0
    rw [e, sum_union hd, hi, sum_insert ha, sum_insert ha]
    linear_combination ih

end

end TwoMulPairSum
```

Compiling this gives:

```
Main.lean:14:10: error: unsolved goals
case empty
α : Type u_1
inst✝ : DecidableEq α
w : α → ℝ
⊢ ∑ s ∈ powersetCard 2 ∅, ∏ p ∈ s, w p = 0
```

Diagnosis. The one error is in the `empty` case of the induction. There `simp` reduced the equation to the claim that the sum over `powersetCard 2 ∅` is zero, and stopped. The claim is true, since the empty set has no two-element subsets, but `simp` did not rewrite `powersetCard 2 ∅` to `∅`, so it could not treat the sum as an empty one.

The repair supplies that equality as `h0`. By `card_powersetCard`, the number of two-element subsets of `∅` is the binomial coefficient "0 choose 2", which `rfl` evaluates to 0, and `card_eq_zero` turns a cardinality of zero into equality with `∅`. With `h0` to rewrite by, `simp [h0]` makes the sum run over the empty set, where it is zero, and the case closes.

The other change only rewords a comment in the `insert` case and has no effect on the proof.

This version goes through:

```diff
@@ -12,7 +12,10 @@
     2 * ∑ s ∈ A.powersetCard 2, ∏ p ∈ s, w p = (∑ p ∈ A, w p) ^ 2 - ∑ p ∈ A, w p ^ 2 := by
   induction A using Finset.induction_on with
-  | empty => simp
+  | empty =>
+    have h0 : (∅ : Finset α).powersetCard 2 = ∅ :=
+      card_eq_zero.mp ((card_powersetCard 2 (∅ : Finset α)).trans rfl)
+    simp [h0]
   | insert a s ha ih =>
-    -- a new pair either avoids `a` or joins `a` to an old orbital
+    -- a pair in the enlarged set either avoids `a` or joins `a` to an old orbital
     have e : (insert a s).powersetCard 2 =
         s.powersetCard 2 ∪ s.image (fun b => ({a, b} : Finset α)) := by
```
